# A separable pseudopotential with a symmetrized coupling matrix is Hermitian

From finitely many pseudo waves f_i with real reference energies e_i, one forms the residuals x_i = (e_i − T) f_i and the coupling matrix B_ij = ⟨f_i, x_j⟩. The projectors are b_i = ∑_k (B⁻¹)_ki x_k, and the potential is V = ∑ D_ij |b_i⟩⟨b_j| with D = (B + B*)/2, where B* is the conjugate transpose. The theorem says that ⟨u, V v⟩ = ⟨V u, v⟩ for all vectors u and v of a complex inner product space; T is any linear map on it, not assumed Hermitian, and the f_i need not be normalised. Invertibility of B is not assumed either: Lean sets the inverse of a singular matrix to zero, and then V is zero. The attempt first shows that D is Hermitian entry by entry, then expands both inner products into double sums and matches them term by term.

An attempt in Lean 4 with a fault in it:

```lean
import Mathlib

open ComplexConjugate Matrix

namespace SymPotentialHermitian

noncomputable section

variable {E : Type*} [NormedAddCommGroup E] [InnerProductSpace ℂ E] {ι : Type*}

/-- The residual `x_j = (e_j - T) f_j` of the pseudo wave `f_j` at its reference energy. -/
def residual (T : E →ₗ[ℂ] E) (e : ι → ℝ) (f : ι → E) (j : ι) : E :=
  (e j : ℂ) • f j - T (f j)

/-- The coupling matrix `B_ij = ⟨f_i, x_j⟩`. -/
def coupling (T : E →ₗ[ℂ] E) (e : ι → ℝ) (f : ι → E) : Matrix ι ι ℂ :=
  Matrix.of fun i j => inner ℂ (f i) (residual T e f j)

variable {T H : E →ₗ[ℂ] E} {e : ι → ℝ} {f ψ : ι → E}

variable [Fintype ι]

/-- The separable operator `∑ D_ij |b_i⟩⟨b_j|` acting on a vector `v`. -/
def separable (D : Matrix ι ι ℂ) (b : ι → E) (v : E) : E :=
  ∑ i, ∑ j, (D i j * inner ℂ (b j) v) • b i

variable [DecidableEq ι]

/-- The projector functions `b_i = ∑_k (B⁻¹)_ki x_k`, meant for an invertible coupling
matrix `B`. -/
def projector (T : E →ₗ[ℂ] E) (e : ι → ℝ) (f : ι → E) (i : ι) : E :=
  ∑ k, (coupling T e f)⁻¹ k i • residual T e f k

/-- The symmetrized potential `V = ∑ ((B + B*) / 2)_ij |b_i⟩⟨b_j|`, meant for an invertible
coupling matrix `B`. -/
def symPotential (T : E →ₗ[ℂ] E) (e : ι → ℝ) (f : ι → E) (v : E) : E :=
  separable ((1 / 2 : ℂ) • (coupling T e f + (coupling T e f)ᴴ)) (projector T e f) v

/-- The symmetrized potential is Hermitian: `⟨u, V v⟩ = ⟨V u, v⟩`. -/
theorem symPotential_hermitian (u v : E) :
    inner ℂ u (symPotential T e f v) = inner ℂ (symPotential T e f u) v := by
  unfold symPotential
  have hD : ∀ i j, conj (((1 / 2 : ℂ) • (coupling T e f + (coupling T e f)ᴴ)) i j)
      = ((1 / 2 : ℂ) • (coupling T e f + (coupling T e f)ᴴ)) j i := by
    intro i j
    simp [Matrix.conjTranspose_apply, add_comm]
  simp only [separable, inner_sum, sum_inner, inner_smul_left, inner_smul_right, map_mul,
    inner_conj_symm, hD]
  rw [Finset.sum_comm]
  refine Finset.sum_congr rfl fun i _ => Finset.sum_congr rfl fun j _ => ?_
  ring

end

end SymPotentialHermitian
```

Lean reports:

```
Main.lean:44:68: error: unsolved goals
E : Type u_1
inst✝³ : NormedAddCommGroup E
inst✝² : InnerProductSpace ℂ E
ι : Type u_2
T : E →ₗ[ℂ] E
e : ι → ℝ
f : ι → E
inst✝¹ : Fintype ι
inst✝ : DecidableEq ι
u v : E
i j : ι
⊢ (starRingEnd ℂ) 2 = 2 ∨ coupling T e f j i + (starRingEnd ℂ) (coupling T e f i j) = 0
```

Cause. The one error is in `hD`, the claim that the conjugate of D_ij is D_ji. The `simp` call took the conjugate through the entry of D, including its factor 1/2, and reduced the equation to a choice: either the conjugate of 2 is 2, or the sum B_ji + conj(B_ij) is zero. Such a choice arises when a common factor is cancelled from both sides, since the factor might be zero.

The first alternative is true, because 2 is real, but this `simp` call did not establish it. The second need not hold. So the goal was left open, for want of a fact about the number 2 and not through any fault in the matrix argument.

The repair proves that fact as `h2`. The lemma `Complex.conj_eq_iff_im` says that a complex number equals its conjugate exactly when its imaginary part is zero, and `simp` checks this for 2. With `h2` added to its list, the original `simp` call can replace the conjugate of 2 by 2, and the goal closes.

Lean accepts the file once it reads:

```diff
@@ -44,5 +44,6 @@
       = ((1 / 2 : ℂ) • (coupling T e f + (coupling T e f)ᴴ)) j i := by
     intro i j
-    simp [Matrix.conjTranspose_apply, add_comm]
+    have h2 : conj (2 : ℂ) = 2 := Complex.conj_eq_iff_im.mpr (by simp)
+    simp [Matrix.conjTranspose_apply, add_comm, h2]
   simp only [separable, inner_sum, sum_inner, inner_smul_left, inner_smul_right, map_mul,
     inner_conj_symm, hD]
```
